# In the local approximation, a density gradient makes the VV10 energy positive

VV10 adds a nonlocal correlation energy to a semilocal functional. This added term, called the VV10 energy here, consists of a dispersion part and a constant per electron that makes the term vanish for the uniform gas. To find its contribution to an interaction energy, one subtracts the VV10 energies of the separated fragments from that of the complex. The absolute energies do not show attraction by their sign. In a local model, where density, frequency and damping are the same at all points, the energy per electron is positive as soon as the frequency contains a gradient term, although the dispersion part is negative.

## A weaker attraction against a fixed constant

Work in atomic units. Let \(n>0\) be the density and \(G\ge 0\) the squared frequency contributed by the density gradient; in VV10, \(G\) is proportional to \(|\nabla n/n|^4\). The frequencies without and with this term are

\[
p=\sqrt{4\pi n/3},\qquad w=\sqrt{4\pi n/3+G}.
\]

Two points at distance \(R\) interact through the kernel \(\Phi=-3/(2gg'(g+g'))\). In the local approximation both points have \(g=g'=wR^2+k\), where the damping parameter \(k>0\) keeps the kernel finite at short distance. Then \(\Phi=-3/(4g^3)\), and multiplication by the area \(4\pi R^2\) of the sphere gives the dispersion energy per electron

\[
D(w)=-\frac n2\int_0^\infty \frac{3\pi R^2}{(wR^2+k)^3}\,dR .
\]

The integral converges. With \(m=\min(w,k)\) we have \(wR^2+k\ge m(1+R^2)\) and \(R^2\le(1+R^2)^2\), so the integrand is at most \((3\pi/m^3)/(1+R^2)\). It is also positive for every \(R>0\). Hence \(D(w)<0\): the dispersion part lowers the energy.

To compare two frequencies, put \(R=cx\) with \(c=\sqrt{p/w}\). Since \(wc^2=p\), the denominator becomes \((px^2+k)^3\), while \(R^2\,dR=c^3x^2\,dx\). Therefore

\[
D(w)=c^3D(p)=\left(\frac pw\right)^{3/2}D(p).
\]

VV10 adds a constant \(\beta\) per electron, chosen so that the nonlocal energy of the uniform gas vanishes; in the original VV10 functional, the semilocal part already describes that gas. This condition reads \(\beta=-D(p)>0\). The local energy is then

\[
\varepsilon(G)=\beta+D(w)=\beta\left[1-\left(\frac pw\right)^{3/2}\right].
\]

As \(G\) grows, \(w\) grows, \(p/w\) falls and \(\varepsilon\) rises strictly. Because \(\varepsilon(0)=0\), it follows that \(\varepsilon(G)>0\) for \(G>0\). The gradient weakens the attraction, while \(\beta\) keeps the value that balanced the full attraction of the uniform gas. Since \(D(w)<0\), the energy stays below \(\beta\), and it tends to \(\beta\) as \(G\to\infty\) because \(p/w\to0\).

For a numerical instance, take \(n=3/(4\pi)\) and \(G=15\). Then \(p=1\), \(w=\sqrt{16}=4\) and \((p/w)^{3/2}=(1/4)^{3/2}=1/8\). The dispersion energy is \(-\beta/8\) and the local energy is \(+7\beta/8\), for any \(k>0\).

## The model as Lean definitions

```lean
import Mathlib

open MeasureTheory Set Filter Topology
open scoped Real

namespace VV10EnergySign

noncomputable section
```

All quantities are real numbers, with atomic units understood. The kernel takes the two values of \(g\) as arguments.

```lean
/-- The VV10 two-point kernel `Φ = -3 / (2 g g' (g + g'))`, for `g, g' > 0`. -/
def kernel (g g' : ℝ) : ℝ := -3 / (2 * g * g' * (g + g'))
```

The local approximation enters in the next definition, which gives both points the same \(g\).

```lean
/-- Kernel times the area of the sphere of radius `R`, when both points have the same
`g = w R² + k`, for `w, k > 0`. -/
def shell (w k R : ℝ) : ℝ := 4 * π * R ^ 2 * kernel (w * R ^ 2 + k) (w * R ^ 2 + k)
```

The density is likewise taken out of the integral, and `Ioi 0` is the range \(R>0\). The function `dispersion n w k` is \(D(w)\).

```lean
/-- Dispersion energy per electron in the local approximation: density `n`, frequency `w`
and damping parameter `k` are the same at all points. The domain is `w, k > 0`. -/
def dispersion (n w k : ℝ) : ℝ := n / 2 * ∫ R in Ioi (0 : ℝ), shell w k R
```

The gradient appears only through the number `G`. No density profile is modelled, and `G` can vary while `n` and `k` stay fixed.

```lean
/-- The VV10 frequency at density `n`, where `G` is the squared frequency contributed by
the density gradient. -/
def frequency (n G : ℝ) : ℝ := Real.sqrt (4 * π * n / 3 + G)
```

The constant is defined by the cancellation condition, and its closed formula is not used. It is therefore written as a function of `n` and `k`. In VV10 itself \(k\) is proportional to \(n^{1/6}\), which makes \(\beta\) the same for all densities; that relation is not used here.

```lean
/-- The constant `β` that cancels the dispersion energy of the gradient-free gas of
density `n`. -/
def beta (n k : ℝ) : ℝ := -dispersion n (frequency n 0) k
```

The local energy \(\varepsilon(G)\) is the sum of the two terms.

```lean
/-- Local VV10 energy per electron: the constant `β` plus the dispersion energy at the
frequency that includes the gradient term `G`. -/
def localEnergy (n G k : ℝ) : ℝ := beta n k + dispersion n (frequency n G) k
```

These definitions describe an energy per electron in a locally uniform environment. The theorems below do not determine the sign of the full double integral for a molecule, where \(g\) and \(g'\) differ and the density varies.

## Convergence and attraction

The first lemma reduces the integrand to the form used above. Replacing \(wR^2+k\) by a single symbol `g` leaves the identity \(2g\cdot g\,(g+g)=4g^3\).

```lean
/-- The shell integrand is `-3π R² / (w R² + k)³`. -/
theorem shell_eq (w k R : ℝ) :
    shell w k R = -(3 * π * R ^ 2 / (w * R ^ 2 + k) ^ 3) := by
  unfold shell kernel
  generalize w * R ^ 2 + k = g
  rw [show 2 * g * g * (g + g) = 4 * g ^ 3 by ring]
  ring
```

Integrability follows by comparison. The number `m` is a positive lower bound for both `w` and `k`, `h1` bounds the denominator from below, `h2` bounds the numerator from above, and the `calc` block combines them into a multiple of \(1/(1+R^2)\). The lemma matters because Lean assigns the value 0 to the integral of a non-integrable function.

```lean
/-- For positive frequency and damping parameter the shell integrand is integrable over
all distances. -/
theorem shell_integrable {w k : ℝ} (hw : 0 < w) (hk : 0 < k) :
    IntegrableOn (shell w k) (Ioi 0) := by
  obtain ⟨m, hm, hmw, hmk⟩ : ∃ m : ℝ, 0 < m ∧ m ≤ w ∧ m ≤ k :=
    ⟨min w k, lt_min hw hk, min_le_left w k, min_le_right w k⟩
  have hb : IntegrableOn (fun R : ℝ => 3 * π / m ^ 3 * (1 + R ^ 2)⁻¹) (Ioi 0) :=
    (integrable_inv_one_add_sq.const_mul (3 * π / m ^ 3)).integrableOn
  refine Integrable.mono' hb ?_ (ae_of_all _ fun R => ?_)
  · have hmeas : Measurable (shell w k) := by
      unfold shell kernel
      fun_prop
    exact hmeas.aestronglyMeasurable
  · rw [shell_eq, norm_neg, Real.norm_of_nonneg (by positivity)]
    -- compare the denominator with that of a Lorentzian
    have h1 : m * (1 + R ^ 2) ≤ w * R ^ 2 + k := by
      nlinarith [mul_le_mul_of_nonneg_right hmw (sq_nonneg R)]
    have h2 : 3 * π * R ^ 2 ≤ 3 * π * (1 + R ^ 2) ^ 2 :=
      mul_le_mul_of_nonneg_left (by nlinarith [sq_nonneg (R ^ 2), sq_nonneg R])
        (by positivity)
    have h3 : (m * (1 + R ^ 2)) ^ 3 ≤ (w * R ^ 2 + k) ^ 3 :=
      pow_le_pow_left₀ (by positivity) h1 3
    calc 3 * π * R ^ 2 / (w * R ^ 2 + k) ^ 3
        ≤ 3 * π * (1 + R ^ 2) ^ 2 / (m * (1 + R ^ 2)) ^ 3 :=
          div_le_div₀ (by positivity) h2 (by positivity) h3
      _ = 3 * π / m ^ 3 * (1 + R ^ 2)⁻¹ := by field_simp
```

For the sign, the proof works with the negated integrand, which is nonnegative. Such a function has a positive integral when the set where it is nonzero has positive measure. Here that set contains the whole half-line \(R>0\), as `hsub` shows. Multiplication by \(n/2>0\) then gives the negative dispersion energy.

```lean
/-- For positive density, frequency and damping parameter the dispersion energy is negative. -/
theorem dispersion_neg {n w k : ℝ} (hn : 0 < n) (hw : 0 < w) (hk : 0 < k) :
    dispersion n w k < 0 := by
  have hi : IntegrableOn (fun R => -shell w k R) (Ioi 0) := (shell_integrable hw hk).neg
  have hpos : 0 < ∫ R in Ioi (0 : ℝ), -shell w k R := by
    refine (setIntegral_pos_iff_support_of_nonneg_ae (ae_of_all _ fun R => ?_) hi).2 ?_
    · show (0 : ℝ) ≤ -shell w k R
      rw [shell_eq, neg_neg]
      positivity
    · -- the integrand vanishes at no positive distance
      have hsub : Ioi (0 : ℝ) ⊆ Function.support (fun R => -shell w k R) ∩ Ioi 0 := by
        intro R hR
        have hR' : 0 < R := hR
        refine ⟨?_, hR⟩
        show -shell w k R ≠ 0
        rw [shell_eq, neg_neg]
        positivity
      refine lt_of_lt_of_le ?_ (measure_mono hsub)
      simp [Real.volume_Ioi]
  rw [integral_neg] at hpos
  exact mul_neg_of_pos_of_neg (by positivity) (by linarith)
```

## The factor \((p/w)^{3/2}\)

The scaling law is the substitution \(R=cx\). First `hc3` rewrites the power \(3/2\) as the cube of \(c=\sqrt{p/w}\). Then `hs` states that the integrand for `w` at distance \(cR\) is \(c^2\) times the integrand for `p` at \(R\). The change of variables in `h` supplies the remaining factor \(c\), and `hB` collects \(c^3\). The integral is never evaluated, and the Lean statement needs no condition on `n` or `k`. Its physical content is for \(k>0\): for \(k\le0\) the integral diverges, and both sides are 0 by Lean's convention.

```lean
/-- Scaling law: changing the frequency from `p > 0` to `w > 0` multiplies the dispersion
energy by `(p/w)^(3/2)`. -/
theorem dispersion_scaling (n k : ℝ) {p w : ℝ} (hp : 0 < p) (hw : 0 < w) :
    dispersion n w k = (p / w) ^ (3 / 2 : ℝ) * dispersion n p k := by
  have hc : 0 < Real.sqrt (p / w) := Real.sqrt_pos.2 (div_pos hp hw)
  have hc2 : Real.sqrt (p / w) ^ 2 = p / w := Real.sq_sqrt (by positivity)
  have hc3 : (p / w) ^ (3 / 2 : ℝ) = Real.sqrt (p / w) ^ 3 := by
    rw [Real.sqrt_eq_rpow, ← Real.rpow_natCast, ← Real.rpow_mul (by positivity)]
    norm_num
  rw [hc3]
  clear hc3
  generalize Real.sqrt (p / w) = c at hc hc2 ⊢
  -- measuring distances in units of `c` turns frequency `w` into `p`
  have hs : ∀ R, shell w k (c * R) = c ^ 2 * shell p k R := by
    intro R
    have hR : w * (c * R) ^ 2 = p * R ^ 2 := by
      rw [mul_pow, hc2]
      field_simp
    rw [shell_eq, shell_eq, hR]
    ring
  have h := integral_comp_mul_left_Ioi (shell w k) 0 hc
  simp only [hs, mul_zero, smul_eq_mul] at h
  rw [integral_const_mul] at h
  have hB : ∫ R in Ioi (0 : ℝ), shell w k R = c ^ 3 * ∫ R in Ioi (0 : ℝ), shell p k R := by
    calc ∫ R in Ioi (0 : ℝ), shell w k R
        = c * (c⁻¹ * ∫ R in Ioi (0 : ℝ), shell w k R) := by field_simp
      _ = c ^ 3 * ∫ R in Ioi (0 : ℝ), shell p k R := by rw [← h]; ring
  unfold dispersion
  rw [hB]
  ring
```

To apply the law, both frequencies must be positive, which holds for \(n>0\) and \(G\ge0\).

```lean
/-- The VV10 frequency is positive for positive density and `G ≥ 0`. -/
theorem frequency_pos {n G : ℝ} (hn : 0 < n) (hG : 0 ≤ G) : 0 < frequency n G :=
  Real.sqrt_pos.2 (by positivity)
```

Inserting the scaling law into \(\beta+D(w)\), with \(D(p)=-\beta\), gives the factorised energy.

```lean
/-- For `n > 0` and `G ≥ 0` the local energy is `β (1 - (p/w)^(3/2))`, with `p` and `w` the
frequencies without and with the gradient term. -/
theorem localEnergy_eq {n G : ℝ} (hn : 0 < n) (hG : 0 ≤ G) (k : ℝ) :
    localEnergy n G k
      = beta n k * (1 - (frequency n 0 / frequency n G) ^ (3 / 2 : ℝ)) := by
  unfold localEnergy beta
  rw [dispersion_scaling n k (frequency_pos hn le_rfl) (frequency_pos hn hG)]
  ring
```

## The sign of the local energy

Strict growth with \(G\) is proved next. The step `hb` gives \(\beta>0\) from the attraction, `hf` orders the two frequencies, and `hr` carries the reversed order of the ratios \(p/w\) through the power \(3/2\). Multiplying by \(\beta\) completes the comparison.

```lean
/-- At fixed `n, k > 0` the local energy increases strictly with the gradient term
`G ≥ 0`. -/
theorem localEnergy_strictMono {n k G G' : ℝ} (hn : 0 < n) (hk : 0 < k) (hG : 0 ≤ G)
    (h : G < G') : localEnergy n G k < localEnergy n G' k := by
  have hp := frequency_pos hn (le_refl (0 : ℝ))
  have hw' := frequency_pos hn (hG.trans h.le)
  have hb : 0 < beta n k := neg_pos.2 (dispersion_neg hn hp hk)
  have hf : frequency n G < frequency n G' :=
    Real.sqrt_lt_sqrt (by positivity) (by linarith)
  have hr := Real.rpow_lt_rpow (div_pos hp hw').le
    (div_lt_div_of_pos_left hp (frequency_pos hn hG) hf) (by norm_num : (0 : ℝ) < 3 / 2)
  rw [localEnergy_eq hn hG, localEnergy_eq hn (hG.trans h.le)]
  exact mul_lt_mul_of_pos_left (by linarith) hb
```

The main theorem joins the formula and the sign: for positive density, damping parameter and gradient term, the local energy equals \(\beta[1-(p/w)^{3/2}]\) and is positive. The proof obtains \(\varepsilon(0)=0\) from the definition of \(\beta\) and then compares \(G=0\) with \(G>0\) by strict growth. At \(G=0\) the energy is zero, so the strict inequality does need a nonzero gradient term.

```lean
/-- Sign of the local VV10 energy: for `n, k, G > 0` it equals `β (1 - (p/w)^(3/2))` and is
positive, where `p` and `w` are the frequencies without and with the gradient term. -/
theorem localEnergy_pos {n k G : ℝ} (hn : 0 < n) (hk : 0 < k) (hG : 0 < G) :
    localEnergy n G k
        = beta n k * (1 - (frequency n 0 / frequency n G) ^ (3 / 2 : ℝ))
      ∧ 0 < localEnergy n G k := by
  refine ⟨localEnergy_eq hn hG.le k, ?_⟩
  -- without gradients the constant cancels the attraction exactly
  have h0 : localEnergy n 0 k = 0 := by
    unfold localEnergy beta
    ring
  have h := localEnergy_strictMono hn hk le_rfl hG
  rwa [h0] at h
```

The last theorem bounds the energy from above. Its first part adds the negative dispersion energy to \(\beta\). Its second part follows the chain \(w\to\infty\), \(p/w\to0\), \((p/w)^{3/2}\to0\), and transfers the limit to `localEnergy` through the factorised formula, which is valid for all \(G\ge0\). At fixed `n` and `k`, no constant smaller than \(\beta\) bounds the energy for all \(G\ge0\).

```lean
/-- For `n, k > 0` the local energy lies below `β` at every `G ≥ 0`, and it tends to `β` as
`G` grows without bound. -/
theorem localEnergy_lt_beta_and_tendsto {n k : ℝ} (hn : 0 < n) (hk : 0 < k) :
    (∀ G, 0 ≤ G → localEnergy n G k < beta n k)
      ∧ Tendsto (fun G => localEnergy n G k) atTop (𝓝 (beta n k)) := by
  constructor
  · intro G hG
    have h := dispersion_neg hn (frequency_pos hn hG) hk
    unfold localEnergy
    linarith
  · have hw : Tendsto (fun G => frequency n G) atTop atTop :=
      Real.tendsto_sqrt_atTop.comp (tendsto_atTop_add_const_left _ _ tendsto_id)
    have hr := (hw.const_div_atTop (frequency n 0)).rpow_const
      (p := (3 / 2 : ℝ)) (Or.inr (by norm_num))
    rw [Real.zero_rpow (by norm_num)] at hr
    have hl := (hr.const_sub 1).const_mul (beta n k)
    rw [sub_zero, mul_one] at hl
    exact hl.congr' ((eventually_ge_atTop 0).mono fun G hG => (localEnergy_eq hn hG k).symm)

end

end VV10EnergySign
```

```lean
#print axioms VV10EnergySign.localEnergy_pos
-- 'VV10EnergySign.localEnergy_pos' depends on axioms: [propext, Classical.choice, Quot.sound]
#print axioms VV10EnergySign.localEnergy_lt_beta_and_tendsto
-- 'VV10EnergySign.localEnergy_lt_beta_and_tendsto' depends on axioms: [propext, Classical.choice, Quot.sound]
```
